# A Hermitian matrix has a chiral operator exactly when its characteristic determinant has the parity of its dimension

Let $H$ be a Hermitian $n\times n$ complex matrix. A Hermitian matrix $S$ with $S^2=I$ and $SH=-HS$ exists if and only if
$$\det(-xI-H)=(-1)^n\det(xI-H)\qquad\text{for all } x\in\mathbb C .$$
For a non-interacting tight-binding or Hückel Hamiltonian in a finite orthonormal basis, a spectrum symmetric about zero, counted with degeneracy, is therefore equivalent to the existence of a chiral operator. Zero is fixed by $H$ itself, so a common on-site energy must be subtracted first.

## The chiral operator squares to one and reverses $H$

On a bipartite lattice with zero on-site energies and hopping only between sublattices, one choice of $S$ is the diagonal matrix with $+1$ on one sublattice and $-1$ on the other. Here $S$ may be any matrix that meets the three conditions in `IsChiral H S`; it need be neither diagonal in the site basis nor local. Indices run over `Fin n`, that is, from $0$ to $n-1$.

In Lean 4 with Mathlib:

```lean
import Mathlib

open Matrix

namespace HiddenChiralSymmetry

noncomputable section

variable {n : ℕ}

/-- `S` is a chiral operator for `H`: it is Hermitian, squares to one and anticommutes
with `H`. -/
def IsChiral (H S : Matrix (Fin n) (Fin n) ℂ) : Prop :=
  S.IsHermitian ∧ S * S = 1 ∧ S * H = -(H * S)
```

The determinant identity is `SpectrallySymmetric H`, with `x • 1` standing for $xI$. The matrix `partnerSwap p`, needed for the converse, has entry $1$ at $(i,j)$ when $p(i)=j$ and $0$ elsewhere, for a permutation $p$ of the indices.

```lean
/-- The characteristic determinant of `H` has the parity of the dimension:
`det (-x - H) = (-1)^n det (x - H)` for all complex `x`. -/
def SpectrallySymmetric (H : Matrix (Fin n) (Fin n) ℂ) : Prop :=
  ∀ x : ℂ, ((-x) • (1 : Matrix (Fin n) (Fin n) ℂ) - H).det
    = (-1) ^ n * (x • (1 : Matrix (Fin n) (Fin n) ℂ) - H).det

/-- The permutation matrix with entry `1` at `(i, j)` when `p i = j` and `0` elsewhere. -/
def partnerSwap (p : Equiv.Perm (Fin n)) : Matrix (Fin n) (Fin n) ℂ :=
  Matrix.of fun i j => if p i = j then 1 else 0
```

If $S$ exists, then $SHS=-HS^2=-H$, so
$$-S(xI-H)S=-xS^2+SHS=-xI-H .$$
Taking determinants gives $\det(-xI-H)=(-1)^n(\det S)^2\det(xI-H)$, and $(\det S)^2=\det S^2=1$. In the proof, `h1` is the matrix identity and `h2` the value of $(\det S)^2$.

```lean
/-- A chiral operator makes the characteristic determinant symmetric, whether or not `H` is
Hermitian. -/
theorem IsChiral.spectrallySymmetric {H S : Matrix (Fin n) (Fin n) ℂ}
    (h : IsChiral H S) : SpectrallySymmetric H := by
  obtain ⟨-, hSS, hSH⟩ := h
  intro x
  -- conjugation by `S` reverses the sign of `H`
  have h1 : (-x) • (1 : Matrix (Fin n) (Fin n) ℂ) - H
      = -(S * (x • (1 : Matrix (Fin n) (Fin n) ℂ) - H) * S) := by
    rw [Matrix.mul_sub, Matrix.sub_mul, Matrix.mul_smul, Matrix.mul_one, Matrix.smul_mul,
      hSS, hSH, Matrix.neg_mul, Matrix.mul_assoc, hSS, Matrix.mul_one]
    module
  have h2 : S.det * S.det = 1 := by rw [← Matrix.det_mul, hSS, Matrix.det_one]
  rw [h1, Matrix.det_neg, Fintype.card_fin, Matrix.det_mul, Matrix.det_mul]
  linear_combination
    (-1) ^ n * (x • (1 : Matrix (Fin n) (Fin n) ℂ) - H).det * h2
```

Without $S^2=I$ the condition would be empty, since $S=0$ anticommutes with everything. Hermiticity of $S$ is not used in this direction, nor is that of $H$.

## Hermiticity of $H$ supplies real levels and a unitary frame

Physically, Hermiticity means real energies and orthonormal eigenstates. It gives $H=UDU^\dagger$, with $U$ unitary and $D$ diagonal with real entries $e_i$. The lemma `exists_levels` takes this from Mathlib's spectral theorem.

```lean
/-- A Hermitian matrix is diagonal with real levels `e` in a unitary frame `U`. -/
theorem exists_levels {H : Matrix (Fin n) (Fin n) ℂ} (hH : H.IsHermitian) :
    ∃ (U : Matrix (Fin n) (Fin n) ℂ) (e : Fin n → ℝ), U * Uᴴ = 1 ∧ Uᴴ * U = 1 ∧
      H = U * diagonal (fun i => (e i : ℂ)) * Uᴴ := by
  refine ⟨hH.eigenvectorUnitary, hH.eigenvalues,
    Matrix.mem_unitaryGroup_iff.mp hH.eigenvectorUnitary.2,
    Matrix.mem_unitaryGroup_iff'.mp hH.eigenvectorUnitary.2, ?_⟩
  have h := hH.spectral_theorem
  rw [Unitary.conjStarAlgAut_apply] at h
  exact h
```

Since $UU^\dagger=I$, we have $xI-H=U(xI-D)U^\dagger$, and $\det U\det U^\dagger=1$. Hence $\det(xI-H)=\prod_i(x-e_i)$, which is `det_eq_prod_levels`.

```lean
/-- In a unitary frame with levels `e`, the characteristic determinant is the product of the
factors `x - e i`. -/
theorem det_eq_prod_levels {U : Matrix (Fin n) (Fin n) ℂ} (hU : U * Uᴴ = 1)
    (e : Fin n → ℝ) (x : ℂ) :
    (x • (1 : Matrix (Fin n) (Fin n) ℂ) - U * diagonal (fun i => (e i : ℂ)) * Uᴴ).det
      = ∏ i, (x - (e i : ℂ)) := by
  have hd : x • (1 : Matrix (Fin n) (Fin n) ℂ) - diagonal (fun i => (e i : ℂ))
      = diagonal (fun i => x - (e i : ℂ)) := by
    ext i j
    by_cases h : i = j
    · subst h; simp
    · simp [h]
  have h1 : x • (1 : Matrix (Fin n) (Fin n) ℂ) - U * diagonal (fun i => (e i : ℂ)) * Uᴴ
      = U * diagonal (fun i => x - (e i : ℂ)) * Uᴴ := by
    rw [← hd, Matrix.mul_sub, Matrix.sub_mul, Matrix.mul_smul, Matrix.mul_one,
      Matrix.smul_mul, hU]
  have h2 : U.det * Uᴴ.det = 1 := by rw [← Matrix.det_mul, hU, Matrix.det_one]
  rw [h1, Matrix.det_mul, Matrix.det_mul, Matrix.det_diagonal]
  linear_combination (∏ i, (x - (e i : ℂ))) * h2
```

## The determinant identity at every $x$ pairs the levels

Replacing $x$ by $-x$ in the product gives $\det(-xI-H)=(-1)^n\prod_i(x+e_i)$. The hypothesis then becomes
$$\prod_i(x-e_i)=\prod_i(x+e_i)\qquad\text{for all }x .$$
The two polynomials have the same roots with multiplicity, so the lists $(e_i)$ and $(-e_i)$ agree up to order, and some permutation $\tau$ satisfies $e_{\tau(i)}=-e_i$.

With degenerate levels, $\tau$ need not be its own inverse. Sorting repairs this. Let $s$ be a permutation with $e_{s(0)}\le\dots\le e_{s(n-1)}$. The numbers $-e_{s(n-1-k)}$ also increase weakly with $k$, and they are the same numbers rearranged, so
$$e_{s(k)}=-e_{s(n-1-k)} .$$
Let $r(k)=n-1-k$ and $p=s\circ r\circ s^{-1}$. Then $p(p(i))=i$ and $e_{p(i)}=-e_i$.

In `exists_partner`, `key` reads off the roots, and `hc` turns equal multiplicities into equally large sets of indices, from which $\tau$ is assembled. `Tuple.unique_monotone` says that the two sorted lists coincide.

```lean
/-- If the products of `x - e i` and of `x + e i` agree for all `x`, the levels can be paired
by an involution that reverses their sign. -/
theorem exists_partner (e : Fin n → ℝ)
    (h : ∀ x : ℂ, ∏ i, (x - (e i : ℂ)) = ∏ i, (x + (e i : ℂ))) :
    ∃ p : Equiv.Perm (Fin n), (∀ i, p (p i) = i) ∧ ∀ i, e (p i) = -e i := by
  -- compare the roots of the two polynomials with multiplicity
  have hp : ∏ i, (Polynomial.X - Polynomial.C (e i : ℂ))
      = ∏ i, (Polynomial.X - Polynomial.C (-(e i : ℂ))) :=
    Polynomial.funext fun x => by simpa [Polynomial.eval_prod] using h x
  have key : ∀ g : Fin n → ℂ, (∏ i, (Polynomial.X - Polynomial.C (g i))).roots
      = Finset.univ.val.map g := by
    intro g
    have h1 := Polynomial.roots_multiset_prod_X_sub_C (Finset.univ.val.map g)
    rw [Multiset.map_map] at h1
    exact h1
  have hr := (key (fun i => -(e i : ℂ))).symm.trans
    ((congrArg Polynomial.roots hp.symm).trans (key (fun i => (e i : ℂ))))
  have hc : ∀ (g : Fin n → ℂ) (c : ℂ), Fintype.card {i // g i = c}
      = Multiset.count c (Finset.univ.val.map g) := by
    intro g c
    rw [Fintype.card_subtype, Multiset.count_map]
    change _ = (Finset.univ.filter (fun i => c = g i)).card
    congr 1
    ext i
    simp only [Finset.mem_filter, Finset.mem_univ, true_and]
    exact eq_comm
  have hτ : ∃ τ : Equiv.Perm (Fin n), ∀ i, e (τ i) = -e i := by
    let E : ∀ c : ℂ, {i // (fun i => -(e i : ℂ)) i = c} ≃ {i // (fun i => (e i : ℂ)) i = c} :=
      fun c => Fintype.equivOfCardEq (by rw [hc, hc, hr])
    refine ⟨Equiv.ofFiberEquiv E, fun i => ?_⟩
    have h1 : ((e (Equiv.ofFiberEquiv E i) : ℝ) : ℂ) = -(e i : ℂ) :=
      Equiv.ofFiberEquiv_map E i
    exact_mod_cast h1
  obtain ⟨τ, hτ⟩ := hτ
  -- the k-th lowest level is opposite to the k-th highest one
  let s := Tuple.sort e
  have hm : Monotone (e ∘ ((Fin.revPerm.trans s).trans τ)) := by
    intro i j hij
    change e (τ (s (Fin.rev i))) ≤ e (τ (s (Fin.rev j)))
    rw [hτ, hτ]
    exact neg_le_neg (Tuple.monotone_sort e (Fin.rev_le_rev.mpr hij))
  have hs : ∀ i, e (s i) = -e (s (Fin.rev i)) := by
    intro i
    have h1 : e (s i) = e (τ (s (Fin.rev i))) :=
      congrFun (Tuple.unique_monotone (Tuple.monotone_sort e) hm) i
    rw [h1, hτ]
  refine ⟨s.symm.trans (Fin.revPerm.trans s), fun i => by simp, fun i => ?_⟩
  change e (s (Fin.rev (s.symm i))) = -e i
  have h1 := hs (s.symm i)
  rw [Equiv.apply_symm_apply] at h1
  linarith
```

Let $P$ be the matrix `partnerSwap p`. It is Hermitian because $p(i)=j$ exactly when $p(j)=i$, and $P^2=I$ because $p$ undoes itself. For the last condition,
$$(PD)_{ij}=P_{ij}e_j,\qquad (DP)_{ij}=e_iP_{ij},$$
and where $P_{ij}\ne0$ we have $j=p(i)$, so $e_j=-e_i$ and $PD=-DP$. The three parts of the next proof check these conditions entry by entry.

```lean
/-- Swapping partners of opposite energy is a chiral operator for the diagonal Hamiltonian. -/
theorem partnerSwap_isChiral (e : Fin n → ℝ) (p : Equiv.Perm (Fin n))
    (hpp : ∀ i, p (p i) = i) (hp : ∀ i, e (p i) = -e i) :
    IsChiral (diagonal fun i => (e i : ℂ)) (partnerSwap p) := by
  refine ⟨?_, ?_, ?_⟩
  · ext i j
    have h1 : p j = i ↔ p i = j :=
      ⟨fun h => by rw [← h, hpp], fun h => by rw [← h, hpp]⟩
    by_cases h : p i = j <;> simp [partnerSwap, Matrix.conjTranspose_apply, h1, h]
  · ext i j
    rw [Matrix.mul_apply, Finset.sum_eq_single (p i)]
    · simp [partnerSwap, Matrix.one_apply, hpp]
    · intro k _ hk
      simp [partnerSwap, hk.symm]
    · simp
  · ext i j
    rw [Matrix.neg_apply, Matrix.mul_diagonal, Matrix.diagonal_mul]
    by_cases h : p i = j
    · subst h; simp [partnerSwap, hp]
    · simp [partnerSwap, h]
```

Finally, put $S=UPU^\dagger$. Then $S^\dagger=S$, $S^2=UP^2U^\dagger=I$, and
$$SH=UPDU^\dagger=-UDPU^\dagger=-HS .$$
In the main theorem, `hprod` cancels the factor $(-1)^n$, and `conj` multiplies two matrices written in the frame $U$.

```lean
/-- A Hermitian `H` has a chiral operator if and only if `det (-x - H) = (-1)^n det (x - H)` for all
complex `x`. -/
theorem exists_chiral_iff {H : Matrix (Fin n) (Fin n) ℂ} (hH : H.IsHermitian) :
    (∃ S, IsChiral H S) ↔ SpectrallySymmetric H := by
  refine ⟨fun ⟨S, hS⟩ => hS.spectrallySymmetric, fun hsym => ?_⟩
  obtain ⟨U, e, hU, hU', hHe⟩ := exists_levels hH
  have hprod : ∀ x : ℂ, ∏ i, (x - (e i : ℂ)) = ∏ i, (x + (e i : ℂ)) := by
    intro x
    have h1 := hsym x
    rw [hHe, det_eq_prod_levels hU, det_eq_prod_levels hU] at h1
    have h2 : ∏ i, (-x - (e i : ℂ)) = (-1) ^ n * ∏ i, (x + (e i : ℂ)) := by
      calc ∏ i, (-x - (e i : ℂ)) = ∏ i, ((-1) * (x + (e i : ℂ))) :=
            Finset.prod_congr rfl fun i _ => by ring
        _ = _ := by
            rw [Finset.prod_mul_distrib, Finset.prod_const, Finset.card_univ,
              Fintype.card_fin]
    exact mul_left_cancel₀ (pow_ne_zero n (neg_ne_zero.mpr one_ne_zero)) (h1.symm.trans h2)
  obtain ⟨p, hpp, hp⟩ := exists_partner e hprod
  obtain ⟨hP, hPP, hPD⟩ := partnerSwap_isChiral e p hpp hp
  -- carry the swap back to the original basis
  have conj : ∀ A B : Matrix (Fin n) (Fin n) ℂ,
      (U * A * Uᴴ) * (U * B * Uᴴ) = U * (A * B) * Uᴴ := by
    intro A B
    calc (U * A * Uᴴ) * (U * B * Uᴴ) = U * A * (Uᴴ * U) * B * Uᴴ := by
          simp only [Matrix.mul_assoc]
      _ = U * (A * B) * Uᴴ := by
          rw [hU', Matrix.mul_one]; simp only [Matrix.mul_assoc]
  refine ⟨U * partnerSwap p * Uᴴ, ?_, ?_, ?_⟩
  · change (U * partnerSwap p * Uᴴ)ᴴ = _
    rw [Matrix.conjTranspose_mul, Matrix.conjTranspose_mul,
      Matrix.conjTranspose_conjTranspose, hP.eq, Matrix.mul_assoc]
  · rw [conj, hPP, Matrix.mul_one, hU]
  · rw [hHe, conj, conj, hPD, Matrix.mul_neg, Matrix.neg_mul]
```

The identity at $x=0$ alone would not suffice: for even $n$ it holds there for every matrix, including $\mathrm{diag}(1,2)$, whose levels have no partners. The theorem also treats one matrix at a time. It provides no $S$ common to a family of Hamiltonians, such as Bloch matrices at different wavevectors.

## Odd dimension leaves a zero mode

An odd number of levels cannot all be paired at nonzero energies. The determinant shows this directly: at $x=0$ and odd $n$, the identity reads $\det(-H)=-\det(-H)$, so $\det H=0$ and some $v\neq0$ satisfies $Hv=0$. The normalised state is $v/\lVert v\rVert$. The proof makes the same substitution, `hs 0`, and does not need $H$ Hermitian.

```lean
/-- In odd dimension a symmetric characteristic determinant forces a zero mode. -/
theorem exists_zero_mode {H : Matrix (Fin n) (Fin n) ℂ} (hn : Odd n)
    (hs : SpectrallySymmetric H) : ∃ v : Fin n → ℂ, v ≠ 0 ∧ H *ᵥ v = 0 := by
  apply Matrix.exists_mulVec_eq_zero_iff.mpr
  have h := hs 0
  rw [neg_zero, zero_smul, zero_sub, Matrix.det_neg, Fintype.card_fin, hn.neg_one_pow] at h
  linear_combination (-1 / 2 : ℂ) * h
```

For even $n$ the conclusion can fail: $\mathrm{diag}(1,-1)$ is spectrally symmetric and has no zero mode.

## One-way hopping can break the equivalence

If $H$ is not Hermitian, the determinant identity no longer guarantees a chiral operator. Take three sites with hopping only from higher to lower index:
$$N=\begin{pmatrix}0&1&1\\0&0&1\\0&0&0\end{pmatrix}.$$

```lean
/-- A one-way hopping matrix on three sites. -/
def oneWay : Matrix (Fin 3) (Fin 3) ℂ := !![0, 1, 1; 0, 0, 1; 0, 0, 0]
```

Here $\det(xI-N)=x^3$ and $\det(-xI-N)=-x^3$, so the identity holds. Suppose that $S$ were chiral for $N$. Entries $(2,1)$, $(0,0)$ and $(2,2)$ of $SN=-NS$ give in turn $S_{20}=0$, $S_{10}=0$ and $S_{21}=0$. Hermiticity of $S$ then makes it diagonal. Entries $(0,1)$, $(1,2)$ and $(0,2)$ become
$$S_{00}=-S_{11},\qquad S_{11}=-S_{22},\qquad S_{00}=-S_{22}.$$
The first two give $S_{00}=S_{22}$, so the third forces $S_{00}=0$. Then $(S^2)_{00}=0$, which contradicts $S^2=I$. In the proof, `E` is the anticommutation relation entry by entry, and the names `a20` to `h00` follow these steps.

```lean
/-- Without Hermiticity the criterion fails: the one-way hopping matrix has a symmetric
characteristic determinant but no chiral operator. -/
theorem oneWay_not_chiral : SpectrallySymmetric oneWay ∧ ¬ ∃ S, IsChiral oneWay S := by
  constructor
  · intro x
    rw [Matrix.det_fin_three, Matrix.det_fin_three]
    simp [oneWay]
    ring
  · rintro ⟨S, hS, hSS, hSH⟩
    have E : ∀ i j, ∑ k, S i k * oneWay k j = -∑ k, oneWay i k * S k j := by
      intro i j
      have h := congrFun (congrFun hSH i) j
      rwa [Matrix.neg_apply, Matrix.mul_apply, Matrix.mul_apply] at h
    -- anticommutation makes `S` triangular, and Hermiticity makes it diagonal
    have a20 : S 2 0 = 0 := by
      simpa [oneWay, Matrix.mul_apply, Fin.sum_univ_three] using E 2 1
    have a10 : S 1 0 = 0 := by
      simpa [oneWay, Matrix.mul_apply, Fin.sum_univ_three, a20] using E 0 0
    have a21 : S 2 1 = 0 := by
      simpa [oneWay, Matrix.mul_apply, Fin.sum_univ_three, a20] using E 2 2
    have a01 : S 0 1 = 0 := by rw [← hS.apply 0 1, a10, star_zero]
    have a12 : S 1 2 = 0 := by rw [← hS.apply 1 2, a21, star_zero]
    have h01 : S 0 0 = -S 1 1 := by
      simpa [oneWay, Matrix.mul_apply, Fin.sum_univ_three, a21] using E 0 1
    have h12 : S 1 1 = -S 2 2 := by
      simpa [oneWay, Matrix.mul_apply, Fin.sum_univ_three, a10] using E 1 2
    have h02 : S 0 0 = -S 2 2 := by
      simpa [oneWay, Matrix.mul_apply, Fin.sum_univ_three, a01, a12] using E 0 2
    have h00 : S 0 0 = 0 := by linear_combination (1 / 2 : ℂ) * (h01 - h12 + h02)
    have h1 := congrFun (congrFun hSS 0) 0
    simp [Matrix.mul_apply, Fin.sum_univ_three, h00, a10, a20] at h1

end

end HiddenChiralSymmetry
```

```lean
#print axioms HiddenChiralSymmetry.exists_chiral_iff
-- 'HiddenChiralSymmetry.exists_chiral_iff' depends on axioms: [propext, Classical.choice, Quot.sound]
#print axioms HiddenChiralSymmetry.exists_zero_mode
-- 'HiddenChiralSymmetry.exists_zero_mode' depends on axioms: [propext, Classical.choice, Quot.sound]
#print axioms HiddenChiralSymmetry.oneWay_not_chiral
-- 'HiddenChiralSymmetry.oneWay_not_chiral' depends on axioms: [propext, Classical.choice, Quot.sound]
```
